# Averaging over both periods in turn flattens a sum of two continuous periodic potentials

For a profile $f:\mathbb R\to\mathbb R$ and a width $c\neq0$, the window average and the cell mean are

$$A_cf(x)=\frac1c\int_{x-c/2}^{x+c/2}f(t)\,dt,\qquad M_cf=\frac1c\int_0^c f(t)\,dt.$$

The macroscopic average is $A_bA_a$, with the window of width $a$ applied first. In Lean these are `avg`, `cellMean` and `macroAvg a b`. Physically, $f$ is the electrostatic potential energy of an electron, already averaged over planes parallel to an interface, as a function of the coordinate along the normal.

`Function.Periodic f c` means $f(t+c)=f(t)$ for all $t$; $c$ need not be the smallest period. Integrals are oriented, so a negative width gives the same window average as its absolute value. No condition is placed on $a/b$, so the periods may be incommensurate.

```lean
import Mathlib

open MeasureTheory

namespace MacroscopicAverage

noncomputable section

/-- The average of a profile `f` over a window of width `c ≠ 0` centred at `x`. -/
def avg (c : ℝ) (f : ℝ → ℝ) (x : ℝ) : ℝ :=
  (1 / c) * ∫ t in (x - c / 2)..(x + c / 2), f t

/-- The mean of a profile over the cell from `0` to `c`, for `c ≠ 0`. -/
def cellMean (c : ℝ) (f : ℝ → ℝ) : ℝ :=
  (1 / c) * ∫ t in (0 : ℝ)..c, f t

/-- The macroscopic average: a window average of width `a` followed by one of width `b`,
for nonzero `a` and `b`. -/
def macroAvg (a b : ℝ) (f : ℝ → ℝ) : ℝ → ℝ :=
  avg b (avg a f)
```

## (a) The window average as a difference quotient

Let $f$ be continuous and $F(y)=\int_0^yf(t)\,dt$. Show that

$$A_cf(x)=\frac{F(x+c/2)-F(x-c/2)}{c}.$$

**Solution.** The integral from $x-c/2$ to $x+c/2$ is the integral from $0$ to the upper end minus the integral from $0$ to the lower end. Divide by $c$. Continuity supplies the integrability that Lean's subtraction lemma asks for.

```lean
/-- The window average of a continuous profile is a difference quotient of its primitive. -/
theorem avg_eq_primitive {f : ℝ → ℝ} (hf : Continuous f) (c x : ℝ) :
    avg c f x = (1 / c) *
      ((∫ t in (0 : ℝ)..(x + c / 2), f t) - ∫ t in (0 : ℝ)..(x - c / 2), f t) := by
  unfold avg
  rw [intervalIntegral.integral_interval_sub_left (μ := volume)
    (hf.intervalIntegrable _ _) (hf.intervalIntegrable _ _)]
```

## (b) A window of one period

Let $f$ have period $c$. Show that, at every $x$,

$$A_cf(x)=M_cf.$$

**Solution.** Take $f$ integrable over a cell and put $s=x-c/2$. Then

$$\int_s^{s+c}f=\int_s^0f+\int_0^cf+\int_c^{s+c}f.$$

By periodicity the last integral equals $\int_0^sf$, which cancels the first. Mathlib's `intervalIntegral_add_eq` supplies this independence of the starting point.

```lean
/-- A window of exactly one period turns a periodic profile into its cell mean. -/
theorem avg_periodic {f : ℝ → ℝ} {c : ℝ} (hf : Function.Periodic f c) (x : ℝ) :
    avg c f x = cellMean c f := by
  have h := hf.intervalIntegral_add_eq (x - c / 2) 0
  rw [show x - c / 2 + c = x + c / 2 by ring, zero_add] at h
  unfold avg cellMean
  rw [h]
```

## (c) Affine profiles under one window

For $c\neq0$ and real $m,q$, show that

$$A_c(mt+q)(x)=mx+q.$$

**Solution.** The integral is

$$\frac m2\left[\left(x+\frac c2\right)^2-\left(x-\frac c2\right)^2\right]+qc=c\,(mx+q),$$

and division by $c$ finishes. The closing `linear_combination` does this algebra.

```lean
/-- A window average of nonzero width leaves an affine profile unchanged. -/
theorem avg_affine {c : ℝ} (hc : c ≠ 0) (m q x : ℝ) :
    avg c (fun t => m * t + q) x = m * x + q := by
  have hm : Continuous fun t : ℝ => m * t := by fun_prop
  have hq : Continuous fun _ : ℝ => q := continuous_const
  unfold avg
  rw [intervalIntegral.integral_add (μ := volume) (hm.intervalIntegrable _ _)
    (hq.intervalIntegrable _ _), intervalIntegral.integral_const_mul, integral_id,
    intervalIntegral.integral_const, smul_eq_mul]
  linear_combination (m * x + q) * one_div_mul_cancel hc
```

## (d) Sums of profiles

For continuous $f$ and $g$, show that

$$A_c(f+g)(x)=A_cf(x)+A_cg(x).$$

**Solution.** Split the integral of the sum and distribute the factor $1/c$.

```lean
/-- The window average of a sum of continuous profiles is the sum of their averages. -/
theorem avg_add {f g : ℝ → ℝ} (hf : Continuous f) (hg : Continuous g) (c x : ℝ) :
    avg c (fun t => f t + g t) x = avg c f x + avg c g x := by
  unfold avg
  rw [intervalIntegral.integral_add (μ := volume) (hf.intervalIntegrable _ _)
    (hg.intervalIntegrable _ _), mul_add]
```

## (e) One periodic profile, two windows

Let $f$ be continuous with period $b\neq0$, and let $a\neq0$ be arbitrary. Show that

$$A_bA_af(x)=M_bf.$$

**Solution.** Write $\mu=M_bf$ and $G(y)=F(y)-\mu y$, with $F$ as in (a). Then $G$ has period $b$, because

$$G(y+b)-G(y)=\int_y^{y+b}f-\mu b=0.$$

Substituting $F(y)=G(y)+\mu y$ into (a) gives

$$A_af(t)=\mu+\frac{G(t+a/2)-G(t-a/2)}{a}.$$

Now average over the window of width $b$. After a change of variable, each shifted copy of $G$ is integrated over one full period, so the two integrals are equal and cancel. The constant $\mu$ is its own average.

In the proof, `hGp` is the periodicity of $G$, `h1` the formula for $A_af$, and `h2` the equality of the two integrals.

```lean
/-- For a continuous profile with nonzero period `b`, the macroscopic average is the cell mean,
whatever the nonzero width `a` of the first window. -/
theorem macroAvg_periodic {f : ℝ → ℝ} {a b : ℝ} (ha : a ≠ 0) (hb : b ≠ 0)
    (hf : Continuous f) (hp : Function.Periodic f b) (x : ℝ) :
    macroAvg a b f x = cellMean b f := by
  -- the primitive of the profile with its mean removed
  obtain ⟨G, hG⟩ : ∃ G : ℝ → ℝ, ∀ y, G y = (∫ t in (0 : ℝ)..y, f t) - cellMean b f * y :=
    ⟨_, fun _ => rfl⟩
  have hF : Continuous fun y : ℝ => ∫ t in (0 : ℝ)..y, f t :=
    intervalIntegral.continuous_primitive (μ := volume)
      (fun u v => hf.intervalIntegrable u v) 0
  have hGc : Continuous G :=
    (hF.sub (continuous_const.mul continuous_id)).congr fun y => (hG y).symm
  -- this primitive is itself periodic
  have hGp : Function.Periodic G b := by
    intro y
    have e := hp.intervalIntegral_add_eq y 0
    rw [zero_add] at e
    have s := intervalIntegral.integral_add_adjacent_intervals (μ := volume)
      (hf.intervalIntegrable 0 y) (hf.intervalIntegrable y (y + b))
    have hm : cellMean b f * b = ∫ t in (0 : ℝ)..b, f t := by
      unfold cellMean
      linear_combination (∫ t in (0 : ℝ)..b, f t) * one_div_mul_cancel hb
    simp only [hG]
    linear_combination e - s - hm
  have h1 : avg a f = fun t => cellMean b f + (1 / a) * (G (t + a / 2) - G (t - a / 2)) := by
    funext t
    simp only [avg_eq_primitive hf, hG]
    linear_combination cellMean b f * one_div_mul_cancel ha
  -- the two shifted copies have the same integral over a full period
  have h2 : ∫ t in (x - b / 2)..(x + b / 2), G (t + a / 2) =
      ∫ t in (x - b / 2)..(x + b / 2), G (t - a / 2) := by
    rw [intervalIntegral.integral_comp_add_right (f := G) (a / 2),
      intervalIntegral.integral_comp_sub_right (f := G) (a / 2)]
    have h := hGp.intervalIntegral_add_eq (x - b / 2 + a / 2) (x - b / 2 - a / 2)
    rw [show x - b / 2 + a / 2 + b = x + b / 2 + a / 2 by ring,
      show x - b / 2 - a / 2 + b = x + b / 2 - a / 2 by ring] at h
    exact h
  have c1 : Continuous fun t => G (t + a / 2) := by fun_prop
  have c2 : Continuous fun t => G (t - a / 2) := by fun_prop
  have c3 : Continuous fun t => (1 / a) * (G (t + a / 2) - G (t - a / 2)) := by fun_prop
  have c4 : Continuous fun _ : ℝ => cellMean b f := continuous_const
  unfold macroAvg
  rw [h1, avg_add c4 c3, avg_periodic (fun _ => rfl)]
  unfold avg
  rw [intervalIntegral.integral_const_mul, intervalIntegral.integral_sub (μ := volume)
    (c1.intervalIntegrable _ _) (c2.intervalIntegrable _ _), h2, sub_self, mul_zero, mul_zero,
    add_zero]
  have h5 : cellMean b (fun _ => cellMean b f) = cellMean b f := by
    rw [← avg_periodic (c := b) (f := fun _ => cellMean b f) (fun _ => rfl) 0]
    simpa using avg_affine hb 0 (cellMean b f) 0
  exact h5
```

## (f) Two periodic profiles

Let $f_1,f_2$ be continuous with nonzero periods $a$ and $b$. Show that, at every $x$,

$$A_bA_a(f_1+f_2)(x)=M_af_1+M_bf_2.$$

**Solution.** By (d) and (b), the first window replaces $f_1$ by the constant $M_af_1$. Since a constant is its own average,

$$A_a(f_1+f_2)=A_a(f_2+M_af_1).$$

The profile $f_2+M_af_1$ is continuous with period $b$, so (e) gives

$$A_bA_a(f_2+M_af_1)(x)=M_b(f_2+M_af_1)=M_bf_2+M_af_1.$$

The equality of first averages is `e` in the proof, and the application of (e) is `k`.

```lean
/-- The macroscopic average of a sum of two continuous profiles with nonzero periods `a` and `b`
is the sum of their cell means at every point. -/
theorem macroAvg_add_periodic {f₁ f₂ : ℝ → ℝ} {a b : ℝ} (ha : a ≠ 0) (hb : b ≠ 0)
    (h₁ : Continuous f₁) (h₂ : Continuous f₂)
    (p₁ : Function.Periodic f₁ a) (p₂ : Function.Periodic f₂ b) (x : ℝ) :
    macroAvg a b (fun t => f₁ t + f₂ t) x = cellMean a f₁ + cellMean b f₂ := by
  have hK : Continuous fun _ : ℝ => cellMean a f₁ := continuous_const
  have const : ∀ c : ℝ, c ≠ 0 → ∀ y, avg c (fun _ => cellMean a f₁) y = cellMean a f₁ :=
    fun c hc y => by simpa using avg_affine hc 0 (cellMean a f₁) y
  -- the first window replaces `f₁` by its mean
  have e : avg a (fun t => f₁ t + f₂ t) = avg a (fun t => f₂ t + cellMean a f₁) := by
    funext y
    rw [avg_add h₁ h₂, avg_add h₂ hK, avg_periodic p₁, const a ha, add_comm]
  have hg : Continuous fun t => f₂ t + cellMean a f₁ := by fun_prop
  have pg : Function.Periodic (fun t => f₂ t + cellMean a f₁) b := fun t =>
    congrArg (· + cellMean a f₁) (p₂ t)
  have k := macroAvg_periodic ha hb hg pg x
  unfold macroAvg at k ⊢
  rw [e, k, ← avg_periodic pg x, avg_add h₂ hK, avg_periodic p₂, const b hb, add_comm]
```

## (g) Affine profiles under both windows

For nonzero $a$ and $b$, show that

$$A_bA_a(mt+q)(x)=mx+q.$$

**Solution.** Apply (c) with width $a$, then with width $b$. The potential of a uniform field is affine, so the averaging leaves it, and hence the field, unchanged.

```lean
/-- The macroscopic average with nonzero window widths reproduces every affine profile. -/
theorem macroAvg_affine {a b : ℝ} (ha : a ≠ 0) (hb : b ≠ 0) (m q x : ℝ) :
    macroAvg a b (fun t => m * t + q) x = m * x + q := by
  have h : avg a (fun t => m * t + q) = fun t => m * t + q := funext (avg_affine ha m q)
  unfold macroAvg
  rw [h, avg_affine hb]
```

## (h) How far the double average reaches

Let $a,b>0$, and let $V(t)=f(t)$ whenever $|t-x|\le(a+b)/2$. Show that

$$A_bA_aV(x)=A_bA_af(x).$$

**Solution.** The outer window uses points $s$ with $|s-x|\le b/2$, and the inner one uses points $t$ with $|t-s|\le a/2$. Hence $|t-x|\le(a+b)/2$, where the profiles agree. The auxiliary statement `key` treats one window and is used twice.

```lean
/-- For positive window widths, two potentials that agree within the distance `(a + b) / 2`
of `x` have the same macroscopic average at `x`. -/
theorem macroAvg_congr {V f : ℝ → ℝ} {a b x : ℝ} (ha : 0 < a) (hb : 0 < b)
    (h : ∀ t ∈ Set.Icc (x - (a + b) / 2) (x + (a + b) / 2), V t = f t) :
    macroAvg a b V x = macroAvg a b f x := by
  -- a single window sees only the points inside it
  have key : ∀ (c : ℝ) (g k : ℝ → ℝ) (y : ℝ), 0 < c →
      (∀ t ∈ Set.Icc (y - c / 2) (y + c / 2), g t = k t) → avg c g y = avg c k y := by
    intro c g k y hc hgk
    have hle : y - c / 2 ≤ y + c / 2 := by linarith
    have e : ∫ t in (y - c / 2)..(y + c / 2), g t = ∫ t in (y - c / 2)..(y + c / 2), k t :=
      intervalIntegral.integral_congr fun t ht => hgk t (by rwa [Set.uIcc_of_le hle] at ht)
    unfold avg
    rw [e]
  exact key b _ _ x hb fun s hs => key a _ _ s ha fun t ht =>
    h t ⟨by linarith [hs.1, ht.1], by linarith [hs.2, ht.2]⟩
```

## (i) The potential step at a junction

Let $a,b>0$. Let $V=f_L$ for $t\le l$ and $V=f_R$ for $t\ge r$, where $f_L,f_R$ are continuous with periods $a$ and $b$. For $x\le l-(a+b)/2$ and $y\ge r+(a+b)/2$, show that

$$A_bA_aV(y)-A_bA_aV(x)=M_bf_R-M_af_L.$$

**Solution.** Every point that contributes at $x$ lies at or left of $l$, so (h) replaces $V$ by $f_L$, and (f) with $f_2=0$ gives $M_af_L$. At $y$, (h) replaces $V$ by $f_R$, and (e) gives $M_bf_R$.

This difference is the potential lineup that enters a band offset, here for a one-dimensional profile that is exactly periodic beyond a finite interface region. That periodicity is assumed: it stands for bulks in which the interface disturbance has died out and no macroscopic field remains. Nothing is assumed about $V$ between $l$ and $r$. Both means refer to the energy zero of the junction potential, so separate bulk calculations with unrelated zeros do not supply their difference. The band edges relative to each mean are a separate input.

```lean
/-- Let a junction potential `V` equal a continuous `a`-periodic profile left of `l` and a
continuous `b`-periodic profile right of `r`, with `a` and `b` positive. Between points at least
`(a + b) / 2` inside the two bulks, its macroscopic average steps by the difference of the
cell means. -/
theorem potential_lineup {V fL fR : ℝ → ℝ} {a b l r x y : ℝ} (ha : 0 < a) (hb : 0 < b)
    (hL : Continuous fL) (hR : Continuous fR)
    (pL : Function.Periodic fL a) (pR : Function.Periodic fR b)
    (hVL : ∀ t ≤ l, V t = fL t) (hVR : ∀ t, r ≤ t → V t = fR t)
    (hx : x ≤ l - (a + b) / 2) (hy : r + (a + b) / 2 ≤ y) :
    macroAvg a b V y - macroAvg a b V x = cellMean b fR - cellMean a fL := by
  have h0 : cellMean b (fun _ : ℝ => (0 : ℝ)) = 0 := by simp [cellMean]
  have eL : macroAvg a b fL x = cellMean a fL := by
    have h := macroAvg_add_periodic (f₂ := fun _ => (0 : ℝ)) ha.ne' hb.ne' hL
      continuous_const pL (fun _ => rfl) x
    simpa only [add_zero, h0] using h
  rw [macroAvg_congr ha hb (fun t ht => hVR t (by linarith [ht.1])),
    macroAvg_congr ha hb (fun t ht => hVL t (by linarith [ht.2])),
    macroAvg_periodic ha.ne' hb.ne' hR pR, eL]
```

## (j) What a single window leaves behind

Let $\operatorname{sinc}u=\sin u/u$ for $u\ne0$ and $\operatorname{sinc}0=1$. For $c\neq0$ and real $k$, show that

$$A_c\cos(kt)(x)=\operatorname{sinc}\left(\frac{kc}2\right)\cos(kx).$$

**Solution.** For $k=0$ both sides are $1$. Otherwise $\sin(kt)/k$ is a primitive, and the addition formulas give

$$\frac{\sin(kx+kc/2)-\sin(kx-kc/2)}{kc}=\frac{2\sin(kc/2)}{kc}\cos(kx).$$

A ripple with $k=2\pi/b$ thus survives a window of width $a$ with factor $\operatorname{sinc}(\pi a/b)$, which vanishes only when $a/b$ is a nonzero integer. The proof makes the same case split and obtains the integral from the derivative `hd`.

```lean
/-- A single window of nonzero width `c` multiplies a cosine of wave number `k` by
`sinc (k c / 2)`. -/
theorem avg_cos {c : ℝ} (hc : c ≠ 0) (k x : ℝ) :
    avg c (fun t => Real.cos (k * t)) x = Real.sinc (k * c / 2) * Real.cos (k * x) := by
  rcases eq_or_ne k 0 with rfl | hk
  · simpa using avg_affine hc 0 1 x
  · have hd : ∀ t : ℝ, HasDerivAt (fun t => Real.sin (k * t) / k) (Real.cos (k * t)) t := by
      intro t
      refine ((((hasDerivAt_id' t).const_mul k).sin).div_const k).congr_deriv ?_
      field_simp
    have hcos : Continuous fun t : ℝ => Real.cos (k * t) := by fun_prop
    have e := intervalIntegral.integral_eq_sub_of_hasDerivAt
      (a := x - c / 2) (b := x + c / 2) (fun t _ => hd t) (hcos.intervalIntegrable _ _)
    have hkc : k * c / 2 ≠ 0 := div_ne_zero (mul_ne_zero hk hc) two_ne_zero
    unfold avg
    rw [e, Real.sinc_of_ne_zero hkc, show k * (x + c / 2) = k * x + k * c / 2 by ring,
      show k * (x - c / 2) = k * x - k * c / 2 by ring, Real.sin_add, Real.sin_sub]
    ring

end

end MacroscopicAverage
```

```lean
#print axioms MacroscopicAverage.macroAvg_affine
#print axioms MacroscopicAverage.potential_lineup
#print axioms MacroscopicAverage.avg_cos
```

```
'MacroscopicAverage.macroAvg_affine' depends on axioms: [propext, Classical.choice, Quot.sound]
'MacroscopicAverage.potential_lineup' depends on axioms: [propext, Classical.choice, Quot.sound]
'MacroscopicAverage.avg_cos' depends on axioms: [propext, Classical.choice, Quot.sound]
```
